# The surface density of states of a semi-infinite chain with zero on-site energy and nearest-neighbour hopping $h > 0$ has integral one, first moment zero and second moment $h^2$

A device is contacted by a long wire, modelled as a chain of sites that starts at site 0 and never ends. If the device touches only site 0, the wire acts on it through the density of states on that site, calculated for the wire alone. For nearest-neighbour hopping $h>0$ and zero on-site energy, this density is the semicircle

$$\rho(E)=\frac{\sqrt{4h^2-E^2}}{2\pi h^2},\qquad -2h\le E\le 2h .$$

How does this curve record that the end site has only one neighbour? Its moments $\int_{-2h}^{2h}E^m\rho(E)\,dE$ contain the answer. The file takes the formula for $\rho$ as its starting point and proves that the $m$-th moment equals the end-site diagonal element of the $m$-th power of the chain Hamiltonian.

## The semicircle and the chain

```lean
import Mathlib

open Real

namespace SurfaceDensityOfStates

noncomputable section
```

This loads the mathematical library Mathlib and opens a namespace for the names that follow.

```lean
/-- Surface density of states of a semi-infinite chain with hopping `h`, for `h ≠ 0`. -/
def surfaceDOS (h E : ℝ) : ℝ := Real.sqrt (4 * h ^ 2 - E ^ 2) / (2 * π * h ^ 2)
```

`surfaceDOS h E` is $\rho(E)$, with $h$ and $E$ real numbers in the same energy unit. Lean's real square root returns 0 for negative arguments, so the function vanishes outside the band, as it should.

```lean
/-- Nearest-neighbour Hamiltonian of the semi-infinite chain: site `0` has the single
neighbour `1`, every other site has two neighbours. -/
def chainHamiltonian (h : ℝ) (ψ : ℕ → ℝ) : ℕ → ℝ
  | 0 => h * ψ 1
  | n + 1 => h * (ψ n + ψ (n + 2))
```

A state is a real amplitude $\psi_n$ for each site $n=0,1,2,\dots$, written `ψ : ℕ → ℝ`. The Hamiltonian $H$ acts by

$$(H\psi)_0=h\,\psi_1,\qquad (H\psi)_{n+1}=h\,(\psi_n+\psi_{n+2}).$$

The surface is the first line, where the left neighbour is missing. The model has one orbital per site and no interactions. The sequences need not be normalisable, and no Hilbert space is set up.

```lean
/-- The state localised on the end site of the chain. -/
def endSite (n : ℕ) : ℝ := if n = 0 then 1 else 0
```

`endSite` is the state $|0\rangle$, with amplitude 1 on site 0 and 0 elsewhere.

## Standing waves that reproduce the hopping

```lean
/-- The product of a standing wave's amplitudes at sites `0` and `n`, integrated over the wave
number from `0` to `π` and multiplied by `2/π`, is the amplitude of the end-site state at site `n`.
-/
theorem mode_overlap (n : ℕ) :
    2 / π * ∫ k in (0 : ℝ)..π, sin k * sin (((n : ℝ) + 1) * k) = endSite n := by
  have hcos : ∀ j : ℕ, ∫ k in (0 : ℝ)..π, cos ((j : ℝ) * k) = if j = 0 then π else 0 := by
    intro j
    by_cases hj : j = 0
    · subst hj
      simp
    · have hc : (j : ℝ) ≠ 0 := Nat.cast_ne_zero.mpr hj
      rw [if_neg hj, intervalIntegral.integral_comp_mul_left Real.cos hc, integral_cos,
        Real.sin_nat_mul_pi]
      simp
  have hint : ∀ j : ℕ, IntervalIntegrable (fun k : ℝ => cos ((j : ℝ) * k))
      MeasureTheory.volume 0 π :=
    fun j => Continuous.intervalIntegrable (by fun_prop) _ _
  -- product of sines as a difference of cosines
  have hprod : ∀ k : ℝ, sin k * sin (((n : ℝ) + 1) * k)
      = 1 / 2 * (cos ((n : ℝ) * k) - cos (((n + 2 : ℕ) : ℝ) * k)) := by
    intro k
    have h1 : (n : ℝ) * k = ((n : ℝ) + 1) * k - k := by ring
    have h2 : ((n + 2 : ℕ) : ℝ) * k = ((n : ℝ) + 1) * k + k := by push_cast; ring
    rw [h2, h1, cos_sub, cos_add]
    ring
  simp_rw [hprod]
  rw [intervalIntegral.integral_const_mul,
    intervalIntegral.integral_sub (hint n) (hint (n + 2)), hcos n, hcos (n + 2),
    if_neg (by omega : ¬ n + 2 = 0), sub_zero]
  unfold endSite
  by_cases hn : n = 0
  · rw [if_pos hn, if_pos hn]
    field_simp
  · rw [if_neg hn, if_neg hn]
    ring
```

The standing waves of the chain are $\sin((n+1)k)$, with $k$ the wave number times the lattice spacing. The theorem says

$$\frac2\pi\int_0^\pi \sin k\,\sin((n+1)k)\,dk=\delta_{n0}.$$

By hand, write the product as $\tfrac12[\cos(nk)-\cos((n+2)k)]$. The integral of $\cos(jk)$ over $[0,\pi]$ is $\pi$ for $j=0$ and $\sin(j\pi)/j=0$ for every other natural number $j$. The second cosine therefore never contributes, and the first does so only at $n=0$, giving $\frac2\pi\cdot\frac\pi2=1$. In the proof, `hcos` is the cosine integral and `hprod` the product formula.

```lean
/-- The amplitude at site `n` after `m` applications of the Hamiltonian to the end-site state,
written as an integral over standing waves with energy `2 h cos k`. -/
theorem chain_amplitude (h : ℝ) (m n : ℕ) :
    (chainHamiltonian h)^[m] endSite n
      = 2 / π * ∫ k in (0 : ℝ)..π,
          (2 * h * cos k) ^ m * (sin k * sin (((n : ℝ) + 1) * k)) := by
  induction m generalizing n with
  | zero =>
    simp only [Function.iterate_zero, id_eq, pow_zero, one_mul]
    exact (mode_overlap n).symm
  | succ m ih =>
    rw [Function.iterate_succ_apply']
    cases n with
    | zero =>
      -- at the end site the missing neighbour carries sin 0 = 0
      change h * ((chainHamiltonian h)^[m] endSite 1) = _
      have e : (∫ k in (0 : ℝ)..π,
            (2 * h * cos k) ^ (m + 1) * (sin k * sin ((((0 : ℕ) : ℝ) + 1) * k)))
          = h * ∫ k in (0 : ℝ)..π,
            (2 * h * cos k) ^ m * (sin k * sin ((((1 : ℕ) : ℝ) + 1) * k)) := by
        rw [← intervalIntegral.integral_const_mul]
        refine intervalIntegral.integral_congr fun k _ => ?_
        have h0 : (((0 : ℕ) : ℝ) + 1) * k = k := by rw [Nat.cast_zero]; ring
        have h1 : (((1 : ℕ) : ℝ) + 1) * k = 2 * k := by rw [Nat.cast_one]; ring
        rw [h0, h1, sin_two_mul]
        ring
      rw [ih 1, e]
      ring
    | succ n =>
      change h * ((chainHamiltonian h)^[m] endSite n
        + (chainHamiltonian h)^[m] endSite (n + 2)) = _
      have hint : ∀ j : ℕ, IntervalIntegrable
          (fun k : ℝ => (2 * h * cos k) ^ m * (sin k * sin (((j : ℝ) + 1) * k)))
          MeasureTheory.volume 0 π :=
        fun j => Continuous.intervalIntegrable (by fun_prop) _ _
      rw [ih n, ih (n + 2), ← mul_add,
        ← intervalIntegral.integral_add (hint n) (hint (n + 2)), mul_left_comm,
        ← intervalIntegral.integral_const_mul]
      congr 1
      refine intervalIntegral.integral_congr fun k _ => ?_
      have h1 : (((n + 2 : ℕ) : ℝ) + 1) * k = ((n : ℝ) + 2) * k + k := by push_cast; ring
      have h2 : ((n : ℝ) + 1) * k = ((n : ℝ) + 2) * k - k := by ring
      have h3 : (((n + 1 : ℕ) : ℝ) + 1) * k = ((n : ℝ) + 2) * k := by push_cast; ring
      rw [h1, h2, h3, sin_add, sin_sub]
      ring
```

The notation `(chainHamiltonian h)^[m]` means $H$ applied $m$ times. The claim is

$$(H^m|0\rangle)_n=\frac2\pi\int_0^\pi(2h\cos k)^m\,\sin k\,\sin((n+1)k)\,dk .$$

The proof is by induction on $m$, for all sites at once (`generalizing n`). The case $m=0$ is the previous theorem. For the step, apply $H$ once more and use the formula for $m$ at the neighbouring sites. At site 0 the integrand matches because

$$h\sin 2k=2h\cos k\,\sin k,$$

and at site $n+1$ because

$$h\,[\sin((n+1)k)+\sin((n+3)k)]=2h\cos k\,\sin((n+2)k).$$

Either way, one hop produces one more factor $2h\cos k$. The two branches of `cases n` are these two identities, applied under the integral by `integral_congr`.

## From energy to wave number

```lean
/-- The average of a continuous function of energy over the surface density of states is
an average over wave numbers with weight `(2/π) sin² k`. -/
theorem band_average {h : ℝ} (hh : 0 < h) (f : ℝ → ℝ) (hf : Continuous f) :
    ∫ E in (-(2 * h))..(2 * h), f E * surfaceDOS h E
      = 2 / π * ∫ k in (0 : ℝ)..π, f (2 * h * cos k) * sin k ^ 2 := by
  have hρ : Continuous (surfaceDOS h) := by
    unfold surfaceDOS
    exact (Real.continuous_sqrt.comp (by fun_prop)).div_const _
  have hd : ∀ k ∈ Set.uIcc (0 : ℝ) π,
      HasDerivAt (fun k => 2 * h * cos k) (-(2 * h * sin k)) k := fun k _ =>
    ((Real.hasDerivAt_cos k).const_mul (2 * h)).congr_deriv (by ring)
  -- substitution E = 2 h cos k
  have hs : ∫ k in (0 : ℝ)..π,
        (f (2 * h * cos k) * surfaceDOS h (2 * h * cos k)) * (-(2 * h * sin k))
      = ∫ E in (2 * h * cos 0)..(2 * h * cos π), f E * surfaceDOS h E :=
    intervalIntegral.integral_comp_mul_deriv (f := fun k => 2 * h * cos k)
      (f' := fun k => -(2 * h * sin k)) (g := fun E => f E * surfaceDOS h E)
      hd (Continuous.continuousOn (by fun_prop)) (hf.mul hρ)
  rw [cos_zero, cos_pi, mul_one, show 2 * h * (-1) = -(2 * h) by ring] at hs
  rw [intervalIntegral.integral_symm (2 * h) (-(2 * h)), ← hs,
    ← intervalIntegral.integral_neg, ← intervalIntegral.integral_const_mul]
  refine intervalIntegral.integral_congr fun k hk => ?_
  rw [Set.uIcc_of_le pi_pos.le] at hk
  have hsin : 0 ≤ sin k := sin_nonneg_of_nonneg_of_le_pi hk.1 hk.2
  have hsq : 4 * h ^ 2 - (2 * h * cos k) ^ 2 = (2 * h * sin k) ^ 2 := by
    linear_combination (-4 * h ^ 2) * sin_sq_add_cos_sq k
  have hr : surfaceDOS h (2 * h * cos k) * (2 * h * sin k) = 2 / π * sin k ^ 2 := by
    unfold surfaceDOS
    rw [hsq, Real.sqrt_sq (by positivity), div_mul_eq_mul_div, div_mul_eq_mul_div,
      div_eq_div_iff (by positivity) (by positivity)]
    ring
  linear_combination f (2 * h * cos k) * hr
```

For any continuous function $f$ of the energy,

$$\int_{-2h}^{2h}f(E)\,\rho(E)\,dE=\frac2\pi\int_0^\pi f(2h\cos k)\,\sin^2 k\,dk .$$

Substitute $E=2h\cos k$, so that $dE=-2h\sin k\,dk$. As $k$ runs from 0 to $\pi$, $E$ runs from $2h$ down to $-2h$, and reversing the limits absorbs the minus sign. Since $h>0$ and $\sin k\ge0$ on this range, $\sqrt{4h^2-E^2}=2h\sin k$. The weight becomes

$$\frac{2h\sin k}{2\pi h^2}\,2h\sin k\,dk=\frac2\pi\sin^2k\,dk .$$

In Lean, `hs` is the substitution, `hsq` the identity under the root and `hr` the final weight.

```lean
/-- Every moment of the surface density of states is the end-site diagonal element of
the same power of the chain Hamiltonian. -/
theorem surface_moment {h : ℝ} (hh : 0 < h) (m : ℕ) :
    ∫ E in (-(2 * h))..(2 * h), E ^ m * surfaceDOS h E
      = (chainHamiltonian h)^[m] endSite 0 := by
  refine (band_average hh (fun E => E ^ m) (continuous_pow m)).trans ?_
  rw [chain_amplitude h m 0]
  congr 1
  refine intervalIntegral.integral_congr fun k _ => ?_
  rw [Nat.cast_zero, zero_add, one_mul]
  ring
```

Setting $f(E)=E^m$ gives the same integral over $k$ as the amplitude formula at $n=0$. Hence, for every $m$,

$$\int_{-2h}^{2h}E^m\rho(E)\,dE=(H^m|0\rangle)_0=\langle0|H^m|0\rangle .$$

The right-hand side sums over walks of $m$ hops that start and end on site 0, each hop contributing a factor $h$.

## Closed walks from the end site

```lean
/-- The surface density of states integrates to one over the band. -/
theorem surfaceDOS_normalized {h : ℝ} (hh : 0 < h) :
    ∫ E in (-(2 * h))..(2 * h), surfaceDOS h E = 1 := by
  have key := surface_moment hh 0
  simp only [pow_zero, one_mul] at key
  rw [key]
  simp [endSite]
```

With no hops, the amplitude on site 0 is 1, so $\rho$ integrates to one: the end site carries exactly one state.

```lean
/-- The first moment of the surface density of states vanishes. -/
theorem surfaceDOS_first_moment {h : ℝ} (hh : 0 < h) :
    ∫ E in (-(2 * h))..(2 * h), E * surfaceDOS h E = 0 := by
  have key := surface_moment hh 1
  simp only [pow_one] at key
  rw [key]
  change h * endSite 1 = 0
  simp [endSite]
```

One hop leads to site 1, and $(H|0\rangle)_0=h\cdot0=0$. The command `change` replaces the iterated Hamiltonian by its explicit hopping expression.

```lean
/-- The second moment of the surface density of states is the squared hopping `h²`. -/
theorem surfaceDOS_second_moment {h : ℝ} (hh : 0 < h) :
    ∫ E in (-(2 * h))..(2 * h), E ^ 2 * surfaceDOS h E = h ^ 2 := by
  rw [surface_moment hh 2]
  change h * (h * (endSite 0 + endSite 2)) = h ^ 2
  have e0 : endSite 0 = 1 := by simp [endSite]
  have e2 : endSite 2 = 0 := by simp [endSite]
  rw [e0, e2]
  ring
```

Two hops give

$$(H^2|0\rangle)_0=h\cdot h\,(1+0)=h^2 .$$

The only closed walk is 0-1-0, through the single neighbour. A site deep inside the chain has two such walks, and the same count gives $2h^2$ there.

```lean
/-- The fourth moment of the surface density of states is `2 h⁴`. -/
theorem surfaceDOS_fourth_moment {h : ℝ} (hh : 0 < h) :
    ∫ E in (-(2 * h))..(2 * h), E ^ 4 * surfaceDOS h E = 2 * h ^ 4 := by
  rw [surface_moment hh 4]
  -- the two closed walks of length four: 0-1-0-1-0 and 0-1-2-1-0
  change h * (h * (h * (h * (endSite 0 + endSite 2))
    + h * (h * (endSite 0 + endSite 2) + h * (endSite 2 + endSite 4)))) = 2 * h ^ 4
  have e0 : endSite 0 = 1 := by simp [endSite]
  have e2 : endSite 2 = 0 := by simp [endSite]
  have e4 : endSite 4 = 0 := by simp [endSite]
  rw [e0, e2, e4]
  ring

end

end SurfaceDensityOfStates
```

Four hops allow 0-1-0-1-0 and 0-1-2-1-0, hence $2h^4$. This is the first moment that depends on site 2: with the chain cut after site 1, only the first walk would remain.

```lean
#print axioms SurfaceDensityOfStates.surfaceDOS_normalized
#print axioms SurfaceDensityOfStates.surfaceDOS_first_moment
#print axioms SurfaceDensityOfStates.surfaceDOS_second_moment
#print axioms SurfaceDensityOfStates.surfaceDOS_fourth_moment
```

```
'SurfaceDensityOfStates.surfaceDOS_normalized' depends on axioms: [propext, Classical.choice, Quot.sound]
'SurfaceDensityOfStates.surfaceDOS_first_moment' depends on axioms: [propext, Classical.choice, Quot.sound]
'SurfaceDensityOfStates.surfaceDOS_second_moment' depends on axioms: [propext, Classical.choice, Quot.sound]
'SurfaceDensityOfStates.surfaceDOS_fourth_moment' depends on axioms: [propext, Classical.choice, Quot.sound]
```

In transport simulations, these values can check a numerically computed surface density of states, provided that the lead is this non-interacting, single-orbital chain, the energy broadening is small compared with $h$, and the integrals run over the band from $-2h$ to $2h$ only. If the density is computed at the complex energy $E+i\eta$ with $\eta>0$, its tails fall off only as $1/E^2$, and the second and fourth moments over all energies diverge.

The density could also have been defined through the retarded surface Green's function $g$, as $\rho=-\operatorname{Im}g/\pi$, where $g$ solves $g=1/(E-h^2g)$ with $\operatorname{Im}g<0$ inside the band. The semicircle would then be a result to derive, by solving a quadratic equation and choosing the right root, and the moment calculation would follow unchanged.
